# The cosine and sine of a torsion angle from three bond vectors

Three successive bond vectors b₁, b₂, b₃ in real three-dimensional space define a torsion angle φ about the middle bond, taken here as the argument of the complex number X + i|b₂|Y, where X = (b₁ × b₂) · (b₂ × b₃) and Y = b₁ · (b₂ × b₃). The theorem `torsion_cos_sin` states that X = |b₁ × b₂| |b₂ × b₃| cos φ and |b₂|Y = |b₁ × b₂| |b₂ × b₃| sin φ. The vectors are arbitrary and need not be normalised; if two successive bonds are collinear, φ loses its geometric meaning and both equations reduce to 0 = 0. The attempt first shows that the complex number has modulus |b₁ × b₂| |b₂ × b₃|, by comparing squares and using `torsion_identity`, and then reads off its real and imaginary parts in polar form.

As first written in Lean, the proof fails:

```lean
import Mathlib

open Matrix

namespace TorsionCosSin

noncomputable section

/-- The Euclidean length of a vector in three-dimensional space. -/
def len (v : Fin 3 → ℝ) : ℝ := √(v ⬝ᵥ v)

/-- The quantity `X`: the scalar product of the normals `b₁ × b₂` and `b₂ × b₃`. -/
def normalOverlap (b₁ b₂ b₃ : Fin 3 → ℝ) : ℝ := (b₁ ⨯₃ b₂) ⬝ᵥ (b₂ ⨯₃ b₃)

/-- The quantity `Y`: the triple product `b₁ · (b₂ × b₃)` of three bond vectors. -/
def tripleProduct (b₁ b₂ b₃ : Fin 3 → ℝ) : ℝ := b₁ ⬝ᵥ (b₂ ⨯₃ b₃)

/-- The complex number `X + i |b₂| Y` built from three successive bond vectors. -/
def torsionPoint (b₁ b₂ b₃ : Fin 3 → ℝ) : ℂ :=
  ⟨normalOverlap b₁ b₂ b₃, len b₂ * tripleProduct b₁ b₂ b₃⟩

/-- The torsion angle about the middle bond, in `(-π, π]`, as the argument of `X + i |b₂| Y`.
It is geometrically meaningful when neither pair of successive bonds is collinear. -/
def torsionAngle (b₁ b₂ b₃ : Fin 3 → ℝ) : ℝ := Complex.arg (torsionPoint b₁ b₂ b₃)

/-- The squared length of a vector is its scalar product with itself. -/
theorem len_sq (v : Fin 3 → ℝ) : len v ^ 2 = v ⬝ᵥ v :=
  Real.sq_sqrt (Finset.sum_nonneg fun i _ => mul_self_nonneg (v i))

/-- For any three bond vectors, `X² + |b₂|² Y² = |b₁ × b₂|² |b₂ × b₃|²`. -/
theorem torsion_identity (b₁ b₂ b₃ : Fin 3 → ℝ) :
    normalOverlap b₁ b₂ b₃ ^ 2 + len b₂ ^ 2 * tripleProduct b₁ b₂ b₃ ^ 2
      = len (b₁ ⨯₃ b₂) ^ 2 * len (b₂ ⨯₃ b₃) ^ 2 := by
  rw [len_sq, len_sq, len_sq]
  -- what remains is a polynomial identity in the nine components
  simp [normalOverlap, tripleProduct, cross_apply, dotProduct, Fin.sum_univ_three]
  ring

/-- With `φ` the torsion angle, `X = |b₁ × b₂| |b₂ × b₃| cos φ` and
`|b₂| Y = |b₁ × b₂| |b₂ × b₃| sin φ`. -/
theorem torsion_cos_sin (b₁ b₂ b₃ : Fin 3 → ℝ) :
    normalOverlap b₁ b₂ b₃
      = len (b₁ ⨯₃ b₂) * len (b₂ ⨯₃ b₃) * Real.cos (torsionAngle b₁ b₂ b₃) ∧
    len b₂ * tripleProduct b₁ b₂ b₃
      = len (b₁ ⨯₃ b₂) * len (b₂ ⨯₃ b₃) * Real.sin (torsionAngle b₁ b₂ b₃) := by
  -- the torsion identity gives the modulus of X + i |b₂| Y
  have hn : ‖torsionPoint b₁ b₂ b₃‖ = len (b₁ ⨯₃ b₂) * len (b₂ ⨯₃ b₃) := by
    refine (sq_eq_sq₀ (norm_nonneg _)
      (mul_nonneg (Real.sqrt_nonneg _) (Real.sqrt_nonneg _))).mp ?_
    rw [Complex.sq_norm, torsionPoint, Complex.normSq_mk]
    linear_combination torsion_identity b₁ b₂ b₃
  rw [← hn]
  exact ⟨(Complex.norm_mul_cos_arg (torsionPoint b₁ b₂ b₃)).symm,
    (Complex.norm_mul_sin_arg (torsionPoint b₁ b₂ b₃)).symm⟩

end

end TorsionCosSin
```

Compiling this gives:

```
Main.lean:51:4: error: ring failed, ring expressions not equal
b₁ b₂ b₃ : Fin 3 → ℝ
⊢ len ((crossProduct b₁) b₂) ^ 2 * len ((crossProduct b₂) b₃) ^ 2 -
      √((crossProduct b₁) b₂ ⬝ᵥ (crossProduct b₁) b₂) ^ 2 * √((crossProduct b₂) b₃ ⬝ᵥ (crossProduct b₂) b₃) ^ 2 =
    0
```

After these edits no error is left:

```diff
@@ -45,7 +45,8 @@
       = len (b₁ ⨯₃ b₂) * len (b₂ ⨯₃ b₃) * Real.sin (torsionAngle b₁ b₂ b₃) := by
   -- the torsion identity gives the modulus of X + i |b₂| Y
+  have h0 : ∀ v : Fin 3 → ℝ, 0 ≤ len v := fun v => Real.sqrt_nonneg _
   have hn : ‖torsionPoint b₁ b₂ b₃‖ = len (b₁ ⨯₃ b₂) * len (b₂ ⨯₃ b₃) := by
     refine (sq_eq_sq₀ (norm_nonneg _)
-      (mul_nonneg (Real.sqrt_nonneg _) (Real.sqrt_nonneg _))).mp ?_
+      (mul_nonneg (h0 (b₁ ⨯₃ b₂)) (h0 (b₂ ⨯₃ b₃)))).mp ?_
     rw [Complex.sq_norm, torsionPoint, Complex.normSq_mk]
     linear_combination torsion_identity b₁ b₂ b₃
```

What went wrong. The message says that `ring`, called by `linear_combination`, could not close what was left after subtracting `torsion_identity`. The two products in that remainder are equal by the definition of `len`, but one is written with `len` and the other with `√`. `ring` does not unfold `len` here, so it treats them as unrelated quantities and cannot cancel them.

The square roots come from the `refine` step. There `Real.sqrt_nonneg _` proves that a square root is nonnegative, so the right-hand side in `sq_eq_sq₀` was taken to be a product of square roots. Lean accepted this as matching the stated product of lengths by unfolding `len`, but the new goal kept the square roots.

The added `h0` states nonnegativity for `len v` itself. Using it at `b₁ ⨯₃ b₂` and `b₂ ⨯₃ b₃` makes `refine` leave a goal written with `len`, as in `torsion_identity`, and the terms then cancel.
